# In an orthonormal basis, an orbital on a single atom has zero transition charges with every orbital orthogonal to it

Consider an electron promoted from a $p_x$ to a $p_y$ orbital of the same atom. The product of the two orbitals is a transition density with positive and negative lobes, and its Coulomb self-interaction is positive. Monopole approximations to linear-response density functional theory replace this density by one number per atom. What remains of the interaction after that replacement?

Nothing remains if the charges are computed in an orthonormal basis in which one of the two orbitals is confined to the atom. The other may extend over the whole molecule, as long as the two are orthogonal.

## Transition charges and their coupling

Let the basis functions $m$ be orthonormal, each assigned to one atom. Two real orbitals have coefficients $c_m$ and $d_m$. Their transition charge on atom $A$ is

$$q_A=\sum_{m\in A}c_m d_m .$$

For a second set of atomic charges $p_B$ and a kernel $g_{AB}$, the monopole coupling is

$$K(q,p)=\sum_{A,B}q_A\,g_{AB}\,p_B .$$

If $\sum_m c_m d_m=0$ and $c$ has coefficients on one atom $A_0$ only, then $q_A=0$ for every $A$. Hence $K(q,p)=K(p,q)=0$ for all $g$ and $p$. The charges are symmetric in $c$ and $d$, so the same holds when $d$ is the confined orbital.

## Consequences for an iterative eigensolver

Number the transitions by $s,t$, with orbital energy gaps $\omega_t$ and charges $q^t_A$. The singlet Tamm-Dancoff matrix of the monopole model is

$$M_{st}=\delta_{st}\,\omega_s+2K(q^s,q^t).$$

An iterative solver works with the product of this matrix and a trial vector $x$:

$$(Mx)_s=\omega_s x_s+2\sum_A q^s_A\sum_B g_{AB}\sum_t q^t_B x_t .$$

A transition with zero charges drops out of the coupling term. Its unit vector is already an eigenvector with eigenvalue $\omega_t$, so a solver started there has zero residual at once. Conversely, a Krylov space built from a start vector without that component never acquires it, apart from rounding, and the root can be missed.

The sum $\sum_A q_A$ is also a cheap check on the input. If it is not zero to rounding for orthogonal orbitals, the coefficients may refer to a non-orthogonal basis, or the atom assignment may have lost functions.

## From orthogonality to a decoupled transition

Each basis function belongs to exactly one atom, so summing atom by atom covers every function once:

$$\sum_A q_A=\sum_A\sum_{m\in A}c_m d_m=\sum_m c_m d_m=0 .$$

On an atom $B\neq A_0$ every $c_m$ is zero, so every product $c_m d_m$ is zero and $q_B=0$. Only the host term is left in the total, which gives $q_{A_0}=\sum_A q_A=0$. Every term of $K(q,p)$ and of $K(p,q)$ then contains a factor zero.

If transition $t$ has such charges, column $t$ of the matrix is $M_{st}=\delta_{st}\omega_s$. With $e_t$ the unit vector of that transition,

$$(Me_t)_s=M_{st}=\delta_{st}\,\omega_s=\omega_t\,(e_t)_s .$$

Charges that sum to zero without vanishing individually still have a useful property. Replace $g_{AB}$ by $g_{AB}+u_A+v_B$. The coupling becomes

$$K(q,p)+\Big(\sum_A q_A u_A\Big)\Big(\sum_B p_B\Big)+\Big(\sum_A q_A\Big)\Big(\sum_B v_B p_B\Big),$$

and both added terms vanish if both sets of charges sum to zero. A constant added to the whole kernel therefore has no effect.

Orthogonality alone does not remove the coupling. Take two atoms, 0 and 1, with one function each, and the orbitals $(\cos\theta,\sin\theta)$ and $(-\sin\theta,\cos\theta)$. Their overlap is $-\cos\theta\sin\theta+\sin\theta\cos\theta=0$, and with $a=\sin\theta\cos\theta$ the charges are $q_0=-a$ and $q_1=a$. Multiplying out the four terms gives

$$K(q,q)=a^2\,(g_{00}+g_{11}-g_{01}-g_{10}).$$

At $\theta=45^\circ$, the bonding and antibonding pair, $a^2=1/4$. At $\theta=0$ each orbital sits on one atom and the coupling is zero.

## The Lean file

```lean
import Mathlib

open Matrix

namespace TransitionMonopoles

noncomputable section

variable {ι κ τ : Type*}

/-- The orbital with coefficients `c` lies on atom `A`: its coefficients vanish on the basis
functions of all other atoms. -/
def LiesOn (atom : ι → κ) (c : ι → ℝ) (A : κ) : Prop :=
  ∀ m, atom m ≠ A → c m = 0

/-- The transition charge on atom `A` of the orbital pair `c`, `d` in an orthonormal basis:
the sum of `c m * d m` over the basis functions `m` on `A`. -/
def transitionCharge [Fintype ι] [DecidableEq κ] (atom : ι → κ) (c d : ι → ℝ) (A : κ) : ℝ :=
  ∑ m ∈ Finset.univ.filter (fun m => atom m = A), c m * d m

/-- The monopole coupling of two sets of atomic charges `q` and `p` through the kernel `g`. -/
def monopoleCoupling [Fintype κ] (g : κ → κ → ℝ) (q p : κ → ℝ) : ℝ :=
  ∑ A, ∑ B, q A * g A B * p B

/-- The singlet Tamm-Dancoff matrix in the monopole approximation: orbital energy gaps `ω` on the
diagonal, plus twice the coupling of the transition charges. Transition `t` goes from orbital
`c t` to orbital `d t`. -/
def tammDancoff [Fintype ι] [Fintype κ] [DecidableEq κ] [DecidableEq τ] (atom : ι → κ)
    (g : κ → κ → ℝ) (ω : τ → ℝ) (c d : τ → ι → ℝ) : Matrix τ τ ℝ :=
  fun s t => (if s = t then ω s else 0) +
    2 * monopoleCoupling g (transitionCharge atom (c s) (d s)) (transitionCharge atom (c t) (d t))

/-- For two sets of charges that each sum to zero, the coupling does not change when terms
depending on only one of the two atoms are added to the kernel. -/
theorem monopoleCoupling_shift [Fintype κ] (g : κ → κ → ℝ) (u v q p : κ → ℝ)
    (hq : ∑ A, q A = 0) (hp : ∑ B, p B = 0) :
    monopoleCoupling (fun A B => g A B + u A + v B) q p = monopoleCoupling g q p := by
  -- each added term factorises into a product containing a total charge
  have split : monopoleCoupling (fun A B => g A B + u A + v B) q p =
      monopoleCoupling g q p + (∑ A, q A * u A) * (∑ B, p B)
        + (∑ A, q A) * (∑ B, v B * p B) := by
    simp only [monopoleCoupling, Finset.sum_mul_sum, ← Finset.sum_add_distrib]
    refine Finset.sum_congr rfl fun A _ => Finset.sum_congr rfl fun B _ => ?_
    ring
  rw [split, hq, hp]
  ring

variable [Fintype ι] [Fintype κ] [DecidableEq κ]

/-- The transition charges of two orbitals sum over all atoms to the overlap of the orbitals. -/
theorem sum_transitionCharge (atom : ι → κ) (c d : ι → ℝ) :
    ∑ A, transitionCharge atom c d A = c ⬝ᵥ d := by
  unfold transitionCharge dotProduct
  exact Finset.sum_fiberwise Finset.univ atom (fun m => c m * d m)

/-- If two orbitals are orthogonal and one of them lies on a single atom, then all their
transition charges vanish. -/
theorem transitionCharge_eq_zero (atom : ι → κ) (c d : ι → ℝ) (A₀ : κ)
    (orth : c ⬝ᵥ d = 0) (hc : LiesOn atom c A₀) (A : κ) :
    transitionCharge atom c d A = 0 := by
  -- on every other atom the products vanish one by one
  have off : ∀ B, B ≠ A₀ → transitionCharge atom c d B = 0 := by
    intro B hB
    unfold transitionCharge
    apply Finset.sum_eq_zero
    intro m hm
    have hm' : atom m = B := (Finset.mem_filter.mp hm).2
    rw [hc m (by rw [hm']; exact hB), zero_mul]
  by_cases hA : A = A₀
  · -- on the host atom the charge is the whole overlap
    have total := sum_transitionCharge atom c d
    rw [Finset.sum_eq_single A₀ (fun B _ hB => off B hB)
      (fun h => absurd (Finset.mem_univ A₀) h), orth] at total
    rw [hA]
    exact total
  · exact off A hA

/-- If two orbitals are orthogonal and one of them lies on a single atom, their transition charges
have zero monopole coupling, in either order, to any charges `p` through any kernel `g`. -/
theorem monopoleCoupling_eq_zero (atom : ι → κ) (c d : ι → ℝ) (A₀ : κ)
    (orth : c ⬝ᵥ d = 0) (hc : LiesOn atom c A₀) (g : κ → κ → ℝ) (p : κ → ℝ) :
    monopoleCoupling g (transitionCharge atom c d) p = 0 ∧
      monopoleCoupling g p (transitionCharge atom c d) = 0 := by
  have hq := transitionCharge_eq_zero atom c d A₀ orth hc
  constructor <;> simp [monopoleCoupling, hq]

/-- If the two orbitals of transition `t` are orthogonal and the first lies on a single atom, then
the pure transition `t` is an eigenvector of the monopole Tamm-Dancoff matrix, with the orbital
energy gap `ω t` as eigenvalue. -/
theorem tammDancoff_mulVec_single [Fintype τ] [DecidableEq τ] (atom : ι → κ)
    (g : κ → κ → ℝ) (ω : τ → ℝ) (c d : τ → ι → ℝ) (t : τ) (A₀ : κ)
    (orth : c t ⬝ᵥ d t = 0) (hc : LiesOn atom (c t) A₀) :
    tammDancoff atom g ω c d *ᵥ Pi.single t 1 = ω t • (Pi.single t 1 : τ → ℝ) := by
  -- the column of `t` has only its diagonal entry
  have column : ∀ s, tammDancoff atom g ω c d s t = if s = t then ω s else 0 := by
    intro s
    unfold tammDancoff
    rw [(monopoleCoupling_eq_zero atom (c t) (d t) A₀ orth hc g _).2, mul_zero, add_zero]
  ext s
  have entry : (tammDancoff atom g ω c d *ᵥ Pi.single t 1) s
      = tammDancoff atom g ω c d s t := by
    simp [Matrix.mulVec, dotProduct, Pi.single_apply]
  rw [entry, column, Pi.smul_apply, Pi.single_apply, smul_eq_mul]
  split_ifs with h
  · rw [h, mul_one]
  · rw [mul_zero]

/-- Two atoms with one basis function each: the orbitals `(cos θ, sin θ)` and `(-sin θ, cos θ)`
are orthogonal, and their transition charges are `-sin θ cos θ` and `sin θ cos θ`. -/
theorem twoSite_transitionCharge (θ : ℝ) :
    ![Real.cos θ, Real.sin θ] ⬝ᵥ ![-Real.sin θ, Real.cos θ] = 0 ∧
    transitionCharge (id : Fin 2 → Fin 2) ![Real.cos θ, Real.sin θ] ![-Real.sin θ, Real.cos θ]
      = ![-(Real.sin θ * Real.cos θ), Real.sin θ * Real.cos θ] := by
  constructor
  · simp [dotProduct, Fin.sum_univ_two]
    ring
  · ext A
    fin_cases A <;> simp [transitionCharge, Finset.sum_filter]
    ring

/-- The monopole self-coupling of the two-site transition between `(cos θ, sin θ)` and
`(-sin θ, cos θ)` is `(sin θ cos θ)²` times the on-site minus the inter-site kernel elements. -/
theorem twoSite_selfCoupling (θ : ℝ) (g : Fin 2 → Fin 2 → ℝ) :
    monopoleCoupling g
      (transitionCharge id ![Real.cos θ, Real.sin θ] ![-Real.sin θ, Real.cos θ])
      (transitionCharge id ![Real.cos θ, Real.sin θ] ![-Real.sin θ, Real.cos θ])
      = (Real.sin θ * Real.cos θ) ^ 2 * (g 0 0 + g 1 1 - g 0 1 - g 1 0) := by
  rw [(twoSite_transitionCharge θ).2]
  simp only [monopoleCoupling, Fin.sum_univ_two, Matrix.cons_val_zero, Matrix.cons_val_one]
  ring

end

end TransitionMonopoles
```

```lean
#print axioms TransitionMonopoles.monopoleCoupling_shift
-- 'TransitionMonopoles.monopoleCoupling_shift' depends on axioms: [propext, Classical.choice, Quot.sound]
#print axioms TransitionMonopoles.transitionCharge_eq_zero
-- 'TransitionMonopoles.transitionCharge_eq_zero' depends on axioms: [propext, Classical.choice, Quot.sound]
#print axioms TransitionMonopoles.tammDancoff_mulVec_single
-- 'TransitionMonopoles.tammDancoff_mulVec_single' depends on axioms: [propext, Classical.choice, Quot.sound]
#print axioms TransitionMonopoles.twoSite_selfCoupling
-- 'TransitionMonopoles.twoSite_selfCoupling' depends on axioms: [propext, Classical.choice, Quot.sound]
```

## How the definitions encode the model

The types `ι`, `κ` and `τ` label basis functions, atoms and transitions. An orbital is a function `ι → ℝ`, and `atom : ι → κ` assigns each basis function to its atom. `LiesOn atom c A` says that `c` vanishes on all functions of other atoms. The definitions `transitionCharge`, `monopoleCoupling` and `tammDancoff` are $q_A$, $K$ and $M$.

Orthonormality of the basis enters through the reading of `c ⬝ᵥ d = 0` as orthogonality of the orbitals. The orbitals need not be normalised. The kernel `g` is arbitrary, not even symmetric, and the gaps `ω` are free real numbers, not computed from a Hamiltonian. The factor 2 is the usual one for singlet excitations of a closed shell.

The theorems `transitionCharge_eq_zero` and `monopoleCoupling_eq_zero` contain the main result, and `tammDancoff_mulVec_single` is the eigenvector equation. They place the confined orbital first; for the other case, exchange the two names.

## Regrouping a sum by atoms with `Finset.sum_fiberwise`

The proof turns on the regrouping in `sum_transitionCharge`. Mathlib's `Finset.sum_fiberwise` takes a finite set of indices, a map out of it and a summand. It states that summing over each fibre of the map, and then over all its values, gives the original sum. Here the map is `atom`, and a fibre is the set of basis functions on one atom. Because `transitionCharge` is defined by a filter on `atom m = A`, unfolding it produces exactly the left-hand side of the lemma.

That `atom` is a function carries the physical content: no basis function is counted twice or left out. The map need not reach every atom, since an atom without basis functions contributes an empty sum.

In `transitionCharge_eq_zero`, the step `off` shows that the charges away from the host vanish. `Finset.sum_eq_single` then reduces the total to the host's charge, which orthogonality sets to zero. The coupling theorem follows by simplification with these zeros.

For the matrix, `column` establishes the diagonal form of column `t`, and `entry` identifies the product with the unit vector as that column. In `monopoleCoupling_shift`, the step `split` is the three-term expansion above. The two-site theorems evaluate the sums over `Fin 2` and finish with `ring`.

## Where the zero coupling stops applying

The result concerns real orbitals in a finite orthonormal basis and the monopole Tamm-Dancoff matrix as defined here. The vanishing coupling belongs to this model: the $p_x\to p_y$ density of the opening still interacts with itself through the higher multipoles that atomic charges discard.

The confinement must also hold in the basis in which the charges are computed. An orbital that sits on one atom in a non-orthogonal atomic basis generally acquires tails on its neighbours after symmetric orthogonalisation. The theorems require exact zeros and give no error bound for small tails.

Exchange terms, as in hybrid functionals, are absent from `tammDancoff`. They pair occupied with occupied and virtual with virtual orbitals, and the charge of an orbital with itself sums to its norm squared, not to zero. A transition that is decoupled here may therefore be shifted or mixed in such a method.
